# Occupations of a free-fermion region interlace when one site is deleted

Let $C$ be a Hermitian correlation matrix on $n+1$ sites, with eigenvalues $\lambda_0\ge\dots\ge\lambda_n$. Delete the row and column of any one site $p$, and let $\mu_0\ge\dots\ge\mu_{n-1}$ be the eigenvalues of the remaining matrix $C'$. Then

$$\lambda_k\ \ge\ \mu_k\ \ge\ \lambda_{k+1},\qquad k=0,\dots,n-1 .$$

This is Cauchy's interlacing theorem for the removal of one site. For number-conserving Gaussian fermion states on a finite lattice, these eigenvalues fix the spectrum of the region's reduced density matrix, so the inequalities give a consistency check when a numerical calculation grows the region site by site in a fixed state.

## Sites, orbitals and occupations

For such a state, $C_{ij}=\langle c_i^\dagger c_j\rangle$, and $x^\dagger Cx$ is the occupation of the mode $d=\sum_j x_jc_j$ when $x^\dagger x=1$. The Lean file takes $C$ as a given complex matrix and assumes only that it is Hermitian (`hC`); the bounds $0\le\lambda_i\le1$ are not needed for interlacing.

```lean
import Mathlib

open Matrix
open scoped ComplexOrder

namespace EntanglementInterlacing

noncomputable section
```

`Fin m` numbers the sites and the modes from 0. `occ hC k` is $\lambda_k$, taken from Mathlib's ordered list of eigenvalues.

```lean
/-- The eigenvalues (mode occupations) of a Hermitian correlation matrix on `m` sites,
listed in decreasing order. -/
def occ {m : ℕ} {C : Matrix (Fin m) (Fin m) ℂ} (hC : C.IsHermitian) (k : Fin m) : ℝ :=
  hC.eigenvalues₀ (Fin.cast (Fintype.card_fin m).symm k)
```

The map `p.succAbove` sends the $n$ remaining sites to the original ones, skipping $p$. Thus `C.submatrix p.succAbove p.succAbove` is $C'$, and `occ (hC.submatrix p.succAbove) k` is $\mu_k$. An orbital $y$ on the small region becomes an orbital $Py$ on the large one by setting its amplitude at $p$ to zero:

```lean
/-- An orbital on `n` sites, extended by zero amplitude on an additional site `p`. -/
def padSite {n : ℕ} (p : Fin (n + 1)) : (Fin n → ℂ) →ₗ[ℂ] (Fin (n + 1) → ℂ) where
  toFun y := Fin.insertNth (α := fun _ => ℂ) p 0 y
  map_add' x y := by
    funext i
    rcases Fin.eq_self_or_eq_succAbove p i with rfl | ⟨j, rfl⟩ <;> simp
  map_smul' c y := by
    funext i
    rcases Fin.eq_self_or_eq_succAbove p i with rfl | ⟨j, rfl⟩ <;> simp
```

A mode of occupation $x$ has single-particle entanglement energy $\varepsilon(x)=\log((1-x)/x)$, the level at which a Fermi function with unit temperature and zero chemical potential equals $x$.

```lean
/-- The single-particle entanglement energy `log ((1 - x) / x)` of a mode with occupation `x`. -/
def entEnergy (x : ℝ) : ℝ := Real.log ((1 - x) / x)
```

## (a) The order of the list

**Task.** Show that $i\le j$ implies $\lambda_j\le\lambda_i$.

**Solution.** The eigenvalues were listed in decreasing order, and renaming the index set preserves that order.

```lean
/-- The occupations are listed in decreasing order. -/
theorem occ_antitone {m : ℕ} {C : Matrix (Fin m) (Fin m) ℂ} (hC : C.IsHermitian) :
    Antitone (occ hC) :=
  fun _ _ h => hC.eigenvalues₀_antitone (Fin.le_def.mpr (Fin.le_def.mp h))
```

## (b) Norm and expectation value in mode amplitudes

**Task.** Find linear amplitudes $a_i(x)$ with $x^\dagger x=\sum_i|a_i(x)|^2$ and $x^\dagger Cx=\sum_i\lambda_i|a_i(x)|^2$.

**Solution.** Take orthonormal eigenvectors $v_i$ and set $a_i(x)=v_i^\dagger x$. Completeness gives $x^\dagger z=\sum_i\overline{a_i(x)}\,a_i(z)$, and $z=x$ is the first identity. Since $C$ is Hermitian,
$$a_i(Cx)=v_i^\dagger Cx=(Cv_i)^\dagger x=\lambda_i a_i(x),$$
so $z=Cx$ gives the second.

In the proof, `pars` is completeness, `hb` is the displayed line, and `σ` relabels the eigenvectors so that their eigenvalues decrease.

```lean
/-- There are linear mode amplitudes in which the squared norm of every orbital is the sum of
the mode weights, and its expectation value is the sum of the weights times the occupations. -/
theorem mode_expansion {m : ℕ} {C : Matrix (Fin m) (Fin m) ℂ} (hC : C.IsHermitian) :
    ∃ a : Fin m → (Fin m → ℂ) →ₗ[ℂ] ℂ, ∀ x : Fin m → ℂ,
      star x ⬝ᵥ x = ((∑ i, ‖a i x‖ ^ 2 : ℝ) : ℂ) ∧
      star x ⬝ᵥ C *ᵥ x = ((∑ i, occ hC i * ‖a i x‖ ^ 2 : ℝ) : ℂ) := by
  obtain ⟨b, hv⟩ : ∃ b : OrthonormalBasis (Fin m) ℂ (EuclideanSpace ℂ (Fin m)),
      ∀ i, C *ᵥ (b i).ofLp = hC.eigenvalues i • (b i).ofLp :=
    ⟨_, hC.mulVec_eigenvectorBasis⟩
  -- relabel the eigenvectors so that their eigenvalues decrease
  obtain ⟨σ, hσ⟩ : ∃ σ : Fin m ≃ Fin m, ∀ i, hC.eigenvalues (σ i) = occ hC i :=
    ⟨(finCongr (Fintype.card_fin m).symm).trans
      (Fintype.equivOfCardEq (Fintype.card_fin _)),
      fun i => by simp [occ, Matrix.IsHermitian.eigenvalues]⟩
  have nz : ∀ z : ℂ, star z * z = ((‖z‖ ^ 2 : ℝ) : ℂ) := fun z => by
    rw [Complex.ofReal_pow]
    exact Complex.conj_mul' z
  -- completeness of the eigenvectors
  have pars : ∀ x y : Fin m → ℂ,
      ∑ i, star (star (b i).ofLp ⬝ᵥ x) * (star (b i).ofLp ⬝ᵥ y) = star x ⬝ᵥ y := by
    intro x y
    have h := b.sum_inner_mul_inner (WithLp.toLp 2 x) (WithLp.toLp 2 y)
    simp only [EuclideanSpace.inner_eq_star_dotProduct] at h
    refine Eq.trans (Finset.sum_congr rfl fun i _ => ?_) (h.trans (dotProduct_comm _ _))
    have h1 : star (star (b i).ofLp ⬝ᵥ x) = (b i).ofLp ⬝ᵥ star x := by
      rw [← Matrix.star_dotProduct, dotProduct_comm]
    exact congrArg₂ (· * ·) h1 (dotProduct_comm _ _)
  have hb : ∀ i (x : Fin m → ℂ), star (b i).ofLp ⬝ᵥ C *ᵥ x =
      (hC.eigenvalues i : ℂ) * (star (b i).ofLp ⬝ᵥ x) := by
    intro i x
    have h1 : star (b i).ofLp ᵥ* C = star (C *ᵥ (b i).ofLp) := by
      rw [Matrix.star_mulVec, hC.eq]
    rw [Matrix.dotProduct_mulVec, h1, hv, star_smul, star_trivial, smul_dotProduct,
      Complex.real_smul]
  refine ⟨fun i =>
    { toFun := fun x => star (b (σ i)).ofLp ⬝ᵥ x
      map_add' := fun x y => dotProduct_add _ _ _
      map_smul' := fun c x => dotProduct_smul _ _ _ }, fun x => ⟨?_, ?_⟩⟩
  · refine (pars x x).symm.trans ((Equiv.sum_comp σ _).symm.trans ?_)
    rw [Complex.ofReal_sum]
    exact Finset.sum_congr rfl fun i _ => nz _
  · refine (pars x (C *ᵥ x)).symm.trans ((Equiv.sum_comp σ _).symm.trans ?_)
    rw [Complex.ofReal_sum]
    refine Finset.sum_congr rfl fun i _ => ?_
    change star (star (b (σ i)).ofLp ⬝ᵥ x) * (star (b (σ i)).ofLp ⬝ᵥ C *ᵥ x) =
      ((occ hC i * ‖star (b (σ i)).ofLp ⬝ᵥ x‖ ^ 2 : ℝ) : ℂ)
    rw [hb, hσ, Complex.ofReal_mul, ← nz]
    ring
```

## (c) Padding by an empty site

**Task.** Show that $(Py)^\dagger Py=y^\dagger y$ and $(Py)^\dagger C\,Py=y^\dagger C'y$.

**Solution.** Split each sum over sites into the term at $p$ and the rest. Every term containing the amplitude at $p$ vanishes, and the rest involves only entries of $C'$. `Fin.sum_univ_succAbove` performs this split.

```lean
/-- Padding an orbital with an empty site keeps its norm, and its expectation value in the large
correlation matrix is the one in the matrix with that site deleted. -/
theorem padSite_expectation {n : ℕ} (C : Matrix (Fin (n + 1)) (Fin (n + 1)) ℂ)
    (p : Fin (n + 1)) (y : Fin n → ℂ) :
    star (padSite p y) ⬝ᵥ padSite p y = star y ⬝ᵥ y ∧
    star (padSite p y) ⬝ᵥ C *ᵥ padSite p y =
      star y ⬝ᵥ C.submatrix p.succAbove p.succAbove *ᵥ y := by
  constructor <;> simp [padSite, dotProduct, Matrix.mulVec, Fin.sum_univ_succAbove _ p]
```

## (d) An orbital satisfying fewer than $n$ conditions

**Task.** Given fewer than $n$ homogeneous linear conditions on $y\in\mathbb C^n$, in two finite groups $S$ and $T$, find a nonzero solution.

**Solution.** Collect the conditions into one linear map $L:\mathbb C^n\to\mathbb C^{|S|}\times\mathbb C^{|T|}$. The target has dimension $|S|+|T|<n$, so $L$ has a nonzero kernel vector.

```lean
/-- Fewer than `n` homogeneous linear conditions on an orbital over `n` sites, given in two finite
groups, leave a nonzero solution. -/
theorem exists_orbital {n : ℕ} {α β : Type} (S : Finset α) (T : Finset β)
    (f : α → (Fin n → ℂ) →ₗ[ℂ] ℂ) (g : β → (Fin n → ℂ) →ₗ[ℂ] ℂ)
    (h : S.card + T.card < n) :
    ∃ y : Fin n → ℂ, y ≠ 0 ∧ (∀ i ∈ S, f i y = 0) ∧ ∀ j ∈ T, g j y = 0 := by
  let L : (Fin n → ℂ) →ₗ[ℂ] ((S → ℂ) × (T → ℂ)) :=
    (LinearMap.pi fun i : S => f i).prod (LinearMap.pi fun j : T => g j)
  have hk : LinearMap.ker L ≠ ⊥ := LinearMap.ker_ne_bot_of_finrank_lt (by simpa using h)
  obtain ⟨y, hy, h0⟩ := Submodule.exists_mem_ne_zero_of_ne_bot hk
  have hL : L y = 0 := LinearMap.mem_ker.mp hy
  exact ⟨y, h0, fun i hi => congrFun (congrArg Prod.fst hL) ⟨i, hi⟩,
    fun j hj => congrFun (congrArg Prod.snd hL) ⟨j, hj⟩⟩
```

## (e) Bounds on a weighted sum

**Task.** Let $w_i$ be decreasing and $q_i\ge0$. Show that $\sum_i w_iq_i\le w_k\sum_i q_i$ if $q_i=0$ for all $i<k$, and that the reverse inequality holds if $q_i=0$ for all $i>k$.

**Solution.** Compare term by term. In the first case, terms with $i<k$ vanish, and for $i\ge k$ we have $w_i\le w_k$, hence $w_iq_i\le w_kq_i$. The second case is the mirror image.

```lean
/-- For decreasing levels `w` and nonnegative weights `q`, the weighted sum is at most `w k` times
the total weight if no weight lies before `k`, and at least that if none lies after `k`. -/
theorem weighted_bounds {m : ℕ} {w q : Fin m → ℝ} (hw : Antitone w) (hq : ∀ i, 0 ≤ q i)
    (k : Fin m) :
    ((∀ i < k, q i = 0) → ∑ i, w i * q i ≤ w k * ∑ i, q i) ∧
    ((∀ i > k, q i = 0) → w k * ∑ i, q i ≤ ∑ i, w i * q i) := by
  rw [Finset.mul_sum]
  constructor <;> intro h <;> refine Finset.sum_le_sum fun i _ => ?_
  · rcases lt_or_ge i k with hi | hi
    · simp [h i hi]
    · exact mul_le_mul_of_nonneg_right (hw hi) (hq i)
  · rcases lt_or_ge k i with hi | hi
    · simp [h i hi]
    · exact mul_le_mul_of_nonneg_right (hw hi) (hq i)
```

## (f) Interlacing

**Task.** Prove $\mu_k\le\lambda_k$ and $\lambda_{k+1}\le\mu_k$.

**Solution.** Let $b_i$ be the amplitudes from (b) for $C'$ and $a_i$ those for $C$. Write $N=y^\dagger y$ and $E=y^\dagger C'y$. By (b) and (c),
$$N=\sum_i|b_i(y)|^2=\sum_i|a_i(Py)|^2,\qquad E=\sum_i\mu_i|b_i(y)|^2=\sum_i\lambda_i|a_i(Py)|^2 .$$

For the first inequality, require $b_i(y)=0$ for $i>k$ and $a_i(Py)=0$ for $i<k$. These are $(n-1-k)+k=n-1$ conditions, so (d) supplies $y\ne0$. Then (e) gives $\mu_kN\le E\le\lambda_kN$, and $N>0$ can be divided out.

For the second, require $b_i(y)=0$ for $i<k$ and $a_i(Py)=0$ for $i>k+1$. These are $k+(n-k-1)=n-1$ conditions, and now $\lambda_{k+1}N\le E\le\mu_kN$.

In Lean, `k.castSucc` and `k.succ` are the positions $k$ and $k+1$ in the longer list. `hN` and `hE` are the two displayed identities, `hpos` is $N>0$, and `omega` checks the count of conditions.

```lean
/-- Cauchy interlacing: when any site `p` is deleted from a Hermitian correlation matrix, the
`k`-th occupation of the smaller region lies between the `k`-th and the next one of the larger. -/
theorem occ_interlace {n : ℕ} {C : Matrix (Fin (n + 1)) (Fin (n + 1)) ℂ}
    (hC : C.IsHermitian) (p : Fin (n + 1)) (k : Fin n) :
    occ (hC.submatrix p.succAbove) k ≤ occ hC k.castSucc ∧
    occ hC k.succ ≤ occ (hC.submatrix p.succAbove) k := by
  obtain ⟨a, ha⟩ := mode_expansion hC
  obtain ⟨b, hb⟩ := mode_expansion (hC.submatrix p.succAbove)
  -- norm and expectation value agree in the two mode expansions
  have hN : ∀ y, ∑ i, ‖b i y‖ ^ 2 = ∑ i, ‖a i (padSite p y)‖ ^ 2 := fun y =>
    Complex.ofReal_injective (by
      rw [← (hb y).1, ← (ha _).1, (padSite_expectation C p y).1])
  have hE : ∀ y, ∑ i, occ (hC.submatrix p.succAbove) i * ‖b i y‖ ^ 2 =
      ∑ i, occ hC i * ‖a i (padSite p y)‖ ^ 2 := fun y =>
    Complex.ofReal_injective (by
      rw [← (hb y).2, ← (ha _).2, (padSite_expectation C p y).2])
  have hpos : ∀ y, y ≠ 0 → 0 < ∑ i, ‖b i y‖ ^ 2 := by
    intro y hy
    refine lt_of_le_of_ne (by positivity) fun h => hy ?_
    have h2 := (hb y).1
    rw [← h, Complex.ofReal_zero] at h2
    exact dotProduct_star_self_eq_zero.mp h2
  have hk := k.isLt
  have k1 : (k.castSucc : ℕ) = k := rfl
  have k2 : (k.succ : ℕ) = k + 1 := rfl
  constructor
  · -- no weight on small-region modes after k, nor on large-region modes before k
    obtain ⟨y, hy, h1, h2⟩ := exists_orbital (Finset.Ioi k) (Finset.Iio k.castSucc) b
      (fun i => (a i).comp (padSite p)) (by rw [Fin.card_Ioi, Fin.card_Iio]; omega)
    have lo := (weighted_bounds (occ_antitone (hC.submatrix p.succAbove))
      (fun i => sq_nonneg ‖b i y‖) k).2 (fun i hi => by simp [h1 i (Finset.mem_Ioi.mpr hi)])
    have up := (weighted_bounds (occ_antitone hC)
      (fun i => sq_nonneg ‖a i (padSite p y)‖) k.castSucc).1 (fun i hi => by
        have h3 : a i (padSite p y) = 0 := h2 i (Finset.mem_Iio.mpr hi)
        simp [h3])
    rw [← hE, ← hN] at up
    exact le_of_mul_le_mul_right (lo.trans up) (hpos y hy)
  · -- the same with the two roles reversed
    obtain ⟨y, hy, h1, h2⟩ := exists_orbital (Finset.Iio k) (Finset.Ioi k.succ) b
      (fun i => (a i).comp (padSite p)) (by rw [Fin.card_Ioi, Fin.card_Iio]; omega)
    have up := (weighted_bounds (occ_antitone (hC.submatrix p.succAbove))
      (fun i => sq_nonneg ‖b i y‖) k).1 (fun i hi => by simp [h1 i (Finset.mem_Iio.mpr hi)])
    have lo := (weighted_bounds (occ_antitone hC)
      (fun i => sq_nonneg ‖a i (padSite p y)‖) k.succ).2 (fun i hi => by
        have h3 : a i (padSite p y) = 0 := h2 i (Finset.mem_Ioi.mpr hi)
        simp [h3])
    rw [← hE, ← hN] at lo
    exact le_of_mul_le_mul_right (lo.trans up) (hpos y hy)
```

**Smallest case.** For $n=0$ there is no $k$ and nothing to prove. For $n=1$, let $C$ have diagonal entries $\alpha,\beta$ and off-diagonal entry $\gamma$. Then
$$\lambda_{0,1}=\frac{\alpha+\beta}2\pm\sqrt{\Big(\frac{\alpha-\beta}2\Big)^2+|\gamma|^2},$$
and both $\alpha$ and $\beta$, the possible values of $\mu_0$, lie between them.

**Without Hermiticity.** The matrix $\begin{pmatrix}2&-2\\1&-1\end{pmatrix}$ has real eigenvalues $1$ and $0$, but deleting the second site leaves $2$.

## (g) A degenerate occupation survives

**Task.** Show that $\lambda_k=\lambda_{k+1}$ implies $\mu_k=\lambda_k$.

**Solution.** By (f), $\mu_k$ lies between two equal numbers.

```lean
/-- If two consecutive occupations coincide, the region with one site deleted has the same
occupation at that position. -/
theorem degenerate_occ_survives {n : ℕ} {C : Matrix (Fin (n + 1)) (Fin (n + 1)) ℂ}
    (hC : C.IsHermitian) (p : Fin (n + 1)) (k : Fin n)
    (h : occ hC k.castSucc = occ hC k.succ) :
    occ (hC.submatrix p.succAbove) k = occ hC k.castSucc :=
  le_antisymm (occ_interlace hC p k).1 (h.le.trans (occ_interlace hC p k).2)
```

## (h) Entanglement energy decreases with occupation

**Task.** For $0<x\le y<1$, show $\varepsilon(y)\le\varepsilon(x)$.

**Solution.** We have $(1-y)/y=1/y-1\le1/x-1=(1-x)/x$. Both sides are positive and the logarithm is increasing. The Lean proof compares the fractions by cross-multiplication.

```lean
/-- For occupations `0 < x ≤ y < 1`, the entanglement energy at `y` is at most that at `x`. -/
theorem entEnergy_le {x y : ℝ} (hx : 0 < x) (hxy : x ≤ y) (hy : y < 1) :
    entEnergy y ≤ entEnergy x := by
  have hy0 : 0 < y := hx.trans_le hxy
  refine Real.log_le_log (div_pos (by linarith) hy0) ?_
  rw [div_le_div_iff₀ hy0 hx]
  nlinarith
```

## (i) Interlacing of the entanglement energies

**Task.** Assume $0<\lambda_i<1$ for all $i$. Show $\varepsilon(\lambda_k)\le\varepsilon(\mu_k)\le\varepsilon(\lambda_{k+1})$.

**Solution.** By (f), $0<\lambda_{k+1}\le\mu_k\le\lambda_k<1$. Apply (h) to each neighbouring pair.

The strict bounds exclude completely empty and completely filled modes, whose entanglement energies are infinite. Lean's conventions $1/0=0$ and $\log 0=0$ would break the order there: for $C=\mathrm{diag}(1,0.9)$ with the first site deleted, $\varepsilon(\lambda_0)$ would be $0$, above $\varepsilon(\mu_0)=\log(1/9)$.

```lean
/-- If all occupations of the larger region lie strictly between 0 and 1, the single-particle
entanglement energies of the two regions interlace in increasing order. -/
theorem entEnergy_interlace {n : ℕ} {C : Matrix (Fin (n + 1)) (Fin (n + 1)) ℂ}
    (hC : C.IsHermitian) (h : ∀ i, 0 < occ hC i ∧ occ hC i < 1)
    (p : Fin (n + 1)) (k : Fin n) :
    entEnergy (occ hC k.castSucc) ≤ entEnergy (occ (hC.submatrix p.succAbove) k) ∧
    entEnergy (occ (hC.submatrix p.succAbove) k) ≤ entEnergy (occ hC k.succ) := by
  obtain ⟨h1, h2⟩ := occ_interlace hC p k
  exact ⟨entEnergy_le ((h k.succ).1.trans_le h2) h1 (h k.castSucc).2,
    entEnergy_le (h k.succ).1 h2 (h1.trans_lt (h k.castSucc).2)⟩

end

end EntanglementInterlacing
```

```lean
#print axioms EntanglementInterlacing.occ_interlace
-- 'EntanglementInterlacing.occ_interlace' depends on axioms: [propext, Classical.choice, Quot.sound]
#print axioms EntanglementInterlacing.degenerate_occ_survives
-- 'EntanglementInterlacing.degenerate_occ_survives' depends on axioms: [propext, Classical.choice, Quot.sound]
#print axioms EntanglementInterlacing.entEnergy_interlace
-- 'EntanglementInterlacing.entEnergy_interlace' depends on axioms: [propext, Classical.choice, Quot.sound]
```
